# The ratio of quantum to classical even position moments of the harmonic oscillator tends to one at high energy

A stationary state is represented here by its expectation values, not by a wavefunction. It is a linear functional $\omega$ on a real algebra containing position $x$ and derivative $D$, with $Dx-xD=1$. In units $m=\omega_0=\hbar=1$, where $\omega_0$ is the oscillator frequency, the Hamiltonian is $H=(x^2-D^2)/2$. The functional has energy $E$ when $\omega(1)=1$ and $\omega(HB)=E\,\omega(B)=\omega(BH)$ for every operator $B$. Below, $\langle B\rangle$ means $\omega(B)$.

## The moment recurrence and its limit

Define $M_0(E)=1$, $M_1(E)=E$ and, for $j\ge 0$,

$$(2j+4)M_{j+2}=2E(2j+3)M_{j+1}+\tfrac14(2j+3)(2j+2)(2j+1)M_j .$$

Every stationary state of energy $E$ has $\langle x^{2j}\rangle=M_j(E)$. For each fixed $j$,

$$\frac{M_j(E)}{E^j}\longrightarrow\frac{1}{2^j}\binom{2j}{j}\qquad(E\to\infty),$$

and the right-hand side times $E^j$ is the average of $x^{2j}$ over the classical orbit of energy $E$.

## Anharmonic matrix elements and classical sampling

For a single harmonic mode, the recurrence at $E=n+\tfrac12$ supplies the diagonal matrix elements of even powers of $x$ in level $n$ of the oscillator basis, which can be used to test a code that expands an anharmonic potential in that basis. The limit concerns codes that sample such a mode from a classical orbit at the quantum energy, with uniformly distributed phase: apart from statistical error, the relative error in each fixed even moment vanishes at high excitation. For example, $M_2=\tfrac32E^2+\tfrac38$, while the orbit average is $\tfrac32E^2$. The ratio tends to one although the difference stays at $\tfrac38$.

## From commutators to the classical average

**Hypervirial relation.** Let $f$ be a polynomial in $x$ with derivatives $f',f'',f'''$. Since $Df=fD+f'$,

$$[2H,fD]=-f''D-2f'D^2-2fx,\qquad [2H,f']=-f'''-2f''D .$$

Stationarity makes both expectations vanish. The second gives $\langle f''D\rangle=-\tfrac12\langle f'''\rangle$. Stationarity also gives $\langle f'(x^2-D^2)\rangle=2E\langle f'\rangle$, hence $\langle f'D^2\rangle=\langle f'x^2\rangle-2E\langle f'\rangle$. Substituting both into the first,

$$\langle fx\rangle+\langle f'x^2\rangle=2E\langle f'\rangle+\tfrac14\langle f'''\rangle .$$

Taking $f=x$ gives $\langle x^2\rangle=E$. Taking $f=x^{2j+3}$ gives the recurrence.

**Number states.** Let $a$ and $a^\dagger$ be the ladder operators, with $aa^\dagger-a^\dagger a=1$. Put $x=(a+a^\dagger)/\sqrt2$ and $D=(a-a^\dagger)/\sqrt2$. Then $Dx-xD=1$ and $H=\tfrac12(aa^\dagger+a^\dagger a)=a^\dagger a+\tfrac12$. On polynomials in a variable $X$, take $a=d/dX$ and $a^\dagger=X$, so that $HX^n=(n+\tfrac12)X^n$. In the inner product that makes $a^\dagger$ the adjoint of $a$, with the polynomial $1$ normalised, the powers $X^n$ are orthogonal and the normalised level is $X^n/\sqrt{n!}$. The normalisation cancels in a diagonal matrix element, which is therefore the coefficient of $X^n$ in $BX^n$.

**Large energy.** Write $r_j=M_j/E^j$. Dividing the recurrence by $(2j+4)E^{j+2}$ gives

$$r_{j+2}=\frac{2(2j+3)\,r_{j+1}+\frac14(2j+3)(2j+2)(2j+1)\,r_j/E^2}{2j+4}.$$

If $r_j$ and $r_{j+1}$ converge, the last term in the numerator vanishes, and the limits $c_j$ satisfy $c_{j+2}=\frac{2j+3}{j+2}c_{j+1}$. The numbers $\binom{2j}{j}/2^j$ obey the same relation, and $c_0=c_1=1$.

**Classical orbit.** On the orbit $x=\sqrt{2E}\sin\theta$ the phase $\theta$ advances uniformly in time, so the time average is the average over $\theta$. Integration by parts gives

$$\int_0^{2\pi}\sin^{2j+2}\theta\,d\theta=\frac{2j+1}{2j+2}\int_0^{2\pi}\sin^{2j}\theta\,d\theta .$$

Starting from $2\pi$ at $j=0$, this yields $2\pi\binom{2j}{j}/4^j$. Multiplying by $(2E)^j/(2\pi)$ gives $\binom{2j}{j}E^j/2^j$.

## The Lean file

```lean
import Mathlib

open Filter Topology

namespace OscillatorClassicalMoments

noncomputable section

/-- The moments `M_j(E)` defined by the oscillator recurrence, with `M_0 = 1` and `M_1 = E`. -/
def moment (E : ℝ) : ℕ → ℝ
  | 0 => 1
  | 1 => E
  | (j + 2) => (2 * E * (2 * j + 3) * moment E (j + 1)
      + (2 * j + 3) * (2 * j + 2) * (2 * j + 1) / 4 * moment E j) / (2 * j + 4)

/-- The average of `x^(2j)` over one period of the classical orbit `x = √(2E) sin θ`. -/
def orbitAverage (E : ℝ) (j : ℕ) : ℝ :=
  1 / (2 * Real.pi) * ∫ θ in (0 : ℝ)..(2 * Real.pi), (√(2 * E) * Real.sin θ) ^ (2 * j)

section Algebra

variable {A : Type*} [Ring A] [Algebra ℝ A]

/-- The oscillator Hamiltonian `(x² - D²)/2`, where `D` stands for `d/dx`. -/
def hamiltonian (x D : A) : A := (1 / 2 : ℝ) • (x * x - D * D)

/-- The expectation functional `ω` is normalised and stationary with energy `E`, for operators
`x` and `D` obeying the canonical commutation relation. -/
structure IsStationary (x D : A) (E : ℝ) (ω : A →ₗ[ℝ] ℝ) : Prop where
  ccr : D * x - x * D = 1
  left : ∀ B, ω (hamiltonian x D * B) = E * ω B
  right : ∀ B, ω (B * hamiltonian x D) = E * ω B
  norm : ω 1 = 1

/-- Hypervirial relation for a function `f` of position with successive derivatives
`f1`, `f2`, `f3`: `⟨f x⟩ + ⟨f1 x²⟩ = 2E⟨f1⟩ + ⟨f3⟩/4`. -/
theorem hypervirial {x D : A} {E : ℝ} {ω : A →ₗ[ℝ] ℝ} (h : IsStationary x D E ω)
    {f f1 f2 f3 : A} (hx : x * f = f * x) (h0 : D * f = f * D + f1)
    (h1 : D * f1 = f1 * D + f2) (h2 : D * f2 = f2 * D + f3) (hx1 : x * f1 = f1 * x) :
    ω (f * x) + ω (f1 * (x * x)) = 2 * E * ω f1 + ω f3 / 4 := by
  have hl : ∀ B, ω ((x * x - D * D) * B) = 2 * E * ω B := by
    intro B
    have := h.left B
    rw [hamiltonian, smul_mul_assoc, map_smul, smul_eq_mul] at this
    linarith
  have hr : ∀ B, ω (B * (x * x - D * D)) = 2 * E * ω B := by
    intro B
    have := h.right B
    rw [hamiltonian, mul_smul_comm, map_smul, smul_eq_mul] at this
    linarith
  have hc := h.ccr
  have d0 : D * D * f = f * D * D + f1 * D + f1 * D + f2 := by
    linear_combination (norm := noncomm_ring) D * h0 + h0 * D + h1
  have d1 : D * D * f1 = f1 * D * D + f2 * D + f2 * D + f3 := by
    linear_combination (norm := noncomm_ring) D * h1 + h1 * D + h2
  have dx : D * x * x = x * x * D + x + x := by
    linear_combination (norm := noncomm_ring) hc * x + x * hc
  have xx : x * x * f = f * x * x := by
    linear_combination (norm := noncomm_ring) x * hx + hx * x
  have xx1 : x * x * f1 = f1 * x * x := by
    linear_combination (norm := noncomm_ring) x * hx1 + hx1 * x
  -- the commutators of `x² - D²`, twice the Hamiltonian, with `f D` and with `f1`
  have c0 : (x * x - D * D) * (f * D) - (f * D) * (x * x - D * D)
      = -(f2 * D) - f1 * D * D - f1 * D * D - f * x - f * x := by
    linear_combination (norm := noncomm_ring) xx * D - d0 * D - f * dx
  have c1 : (x * x - D * D) * f1 - f1 * (x * x - D * D) = -f3 - f2 * D - f2 * D := by
    linear_combination (norm := noncomm_ring) xx1 - d1
  have c2 : f1 * (x * x - D * D) = f1 * (x * x) - f1 * D * D := by noncomm_ring
  have e0 := congrArg ω c0
  have e1 := congrArg ω c1
  have e2 := congrArg ω c2
  rw [map_sub, hl, hr] at e0 e1
  rw [hr] at e2
  simp only [map_sub, map_neg] at e0 e1 e2
  linarith

/-- The operator `D` differentiates multiples of powers of position. -/
theorem derivative_pow {x D : A} (hc : D * x - x * D = 1) (c : ℝ) (k : ℕ) :
    D * (c • x ^ (k + 1)) = (c • x ^ (k + 1)) * D + (c * ((k : ℝ) + 1)) • x ^ k := by
  have hc' : D * x = x * D + 1 := by rw [← hc]; abel
  have key : D * x ^ (k + 1) = x ^ (k + 1) * D + ((k : ℝ) + 1) • x ^ k := by
    induction k with
    | zero => simp [hc']
    | succ k ih =>
      calc D * x ^ (k + 1 + 1) = (D * x ^ (k + 1)) * x := by
            rw [pow_succ x (k + 1), mul_assoc]
        _ = x ^ (k + 1) * (D * x) + ((k : ℝ) + 1) • (x ^ k * x) := by
            rw [ih, add_mul, smul_mul_assoc, mul_assoc]
        _ = x ^ (k + 1) * x * D + x ^ (k + 1) + ((k : ℝ) + 1) • x ^ (k + 1) := by
            rw [hc', mul_add, mul_one, ← mul_assoc, ← pow_succ x k]
        _ = _ := by
            rw [← pow_succ x (k + 1)]
            push_cast
            module
  rw [mul_smul_comm, key, smul_add, smul_smul, smul_mul_assoc]

/-- In every stationary state of energy `E` the expectation of `x^(2j)` is `M_j(E)`. -/
theorem expectation_eq_moment {x D : A} {E : ℝ} {ω : A →ₗ[ℝ] ℝ}
    (h : IsStationary x D E ω) : ∀ j : ℕ, ω (x ^ (2 * j)) = moment E j
  | 0 => by simp [moment, h.norm]
  | 1 => by
    have key := hypervirial h (f := x) (f1 := 1) (f2 := 0) (f3 := 0) rfl
      (by rw [← h.ccr]; abel) (by simp) (by simp) (by simp)
    rw [one_mul, map_zero, h.norm] at key
    rw [mul_one, pow_two, moment]
    linarith
  | (j + 2) => by
    have i0 := expectation_eq_moment h j
    have i1 := expectation_eq_moment h (j + 1)
    have hcomm : ∀ (c : ℝ) (n : ℕ), x * (c • x ^ n) = (c • x ^ n) * x := by
      intro c n
      rw [mul_smul_comm, smul_mul_assoc, ← pow_succ, ← pow_succ']
    have key := hypervirial h (hcomm 1 (2 * j + 2 + 1)) (derivative_pow h.ccr 1 (2 * j + 2))
      (derivative_pow h.ccr _ (2 * j + 1)) (derivative_pow h.ccr _ (2 * j)) (hcomm _ _)
    have e : 2 * (j + 2) = 2 * j + 2 + 1 + 1 := by ring
    have q1 : x ^ (2 * j + 2 + 1) * x = x ^ (2 * (j + 2)) := by rw [e, pow_succ x (2 * j + 2 + 1)]
    have q2 : x ^ (2 * j + 2) * (x * x) = x ^ (2 * (j + 2)) := by
      rw [e, pow_succ x (2 * j + 2 + 1), pow_succ x (2 * j + 2), mul_assoc]
    rw [show 2 * (j + 1) = 2 * j + 2 by ring] at i1
    simp only [smul_mul_assoc, map_smul, smul_eq_mul, q1, q2, i0, i1] at key
    push_cast at key
    rw [moment, eq_div_iff (by positivity)]
    linear_combination key

/-- For ladder operators with `a b - b a = 1`, the combinations `s(a + b)` and `s(a - b)` with
`s² = 1/2` are canonical, and their oscillator Hamiltonian is `b a + 1/2`. -/
theorem ladder_form {a b : A} {s : ℝ} (hab : a * b = b * a + 1) (hs : s * s = 1 / 2) :
    (s • (a - b)) * (s • (a + b)) - (s • (a + b)) * (s • (a - b)) = 1 ∧
      hamiltonian (s • (a + b)) (s • (a - b)) = b * a + (1 / 2 : ℝ) • (1 : A) := by
  constructor
  · rw [smul_mul_smul_comm, smul_mul_smul_comm, hs]
    simp only [add_mul, mul_add, sub_mul, mul_sub, hab]
    module
  · rw [hamiltonian, smul_mul_smul_comm, smul_mul_smul_comm, hs]
    simp only [add_mul, mul_add, sub_mul, mul_sub, hab]
    module

end Algebra

/-- The lowering operator `d/dX` on polynomials, where `X^n` represents level `n`. -/
def lower : Module.End ℝ (Polynomial ℝ) := Polynomial.derivative

/-- The raising operator, multiplication by `X`. -/
def raise : Module.End ℝ (Polynomial ℝ) := LinearMap.mulLeft ℝ Polynomial.X

/-- The position operator `(a + a†)/√2`. -/
def position : Module.End ℝ (Polynomial ℝ) := (√2)⁻¹ • (lower + raise)

/-- The derivative operator `(a - a†)/√2`. -/
def deriv : Module.End ℝ (Polynomial ℝ) := (√2)⁻¹ • (lower - raise)

/-- The diagonal matrix element of an operator in level `n`. -/
def level (n : ℕ) : Module.End ℝ (Polynomial ℝ) →ₗ[ℝ] ℝ where
  toFun B := (B (Polynomial.X ^ n)).coeff n
  map_add' := by intro B C; simp
  map_smul' := by intro c B; simp

/-- Level `n` of the oscillator is a stationary state of energy `n + 1/2`. -/
theorem level_isStationary_witness (n : ℕ) :
    IsStationary position deriv ((n : ℝ) + 1 / 2) (level n) := by
  have hs : (√2)⁻¹ * (√2)⁻¹ = (1 / 2 : ℝ) := by
    rw [← mul_inv, Real.mul_self_sqrt (by norm_num)]; norm_num
  have hlo : ∀ f, lower f = Polynomial.derivative f := fun f => rfl
  have hra : ∀ f, raise f = Polynomial.X * f := by
    intro f
    rw [raise, LinearMap.mulLeft_apply]
  have hlev : ∀ B, level n B = (B (Polynomial.X ^ n)).coeff n := fun B => rfl
  have hab : lower * raise = raise * lower + 1 := by
    refine LinearMap.ext fun f => ?_
    rw [LinearMap.add_apply, Module.End.mul_apply, Module.End.mul_apply, Module.End.one_apply,
      hra, hra, hlo, hlo, Polynomial.derivative_mul, Polynomial.derivative_X]
    ring
  -- the Hamiltonian is the number operator plus one half
  have hH : hamiltonian position deriv = raise * lower + (1 / 2 : ℝ) • 1 := by
    unfold position deriv
    exact (ladder_form hab hs).2
  have hcoeff : ∀ (f : Polynomial ℝ) (m : ℕ),
      (hamiltonian position deriv f).coeff m = ((m : ℝ) + 1 / 2) * f.coeff m := by
    intro f m
    rw [hH, LinearMap.add_apply, Module.End.mul_apply, LinearMap.smul_apply,
      Module.End.one_apply, hra, hlo, Polynomial.coeff_add, Polynomial.coeff_smul, smul_eq_mul]
    cases m with
    | zero => simp
    | succ m =>
      rw [Polynomial.coeff_X_mul, Polynomial.coeff_derivative]
      push_cast
      ring
  have hX : hamiltonian position deriv (Polynomial.X ^ n)
      = ((n : ℝ) + 1 / 2) • (Polynomial.X ^ n : Polynomial ℝ) := by
    ext m
    rw [hcoeff, Polynomial.coeff_smul, smul_eq_mul, Polynomial.coeff_X_pow]
    split_ifs with hm
    · rw [hm]
    · simp
  refine ⟨?_, fun B => ?_, fun B => ?_, ?_⟩
  · unfold position deriv
    exact (ladder_form hab hs).1
  · rw [hlev, hlev, Module.End.mul_apply, hcoeff]
  · rw [hlev, hlev, Module.End.mul_apply, hX, map_smul, Polynomial.coeff_smul, smul_eq_mul]
  · rw [hlev, Module.End.one_apply]
    simp [Polynomial.coeff_X_pow]

/-- The classical orbit average of `x^(2j)` at energy `E` is `binomial(2j,j) E^j / 2^j`. -/
theorem orbitAverage_eq {E : ℝ} (hE : 0 ≤ E) (j : ℕ) :
    orbitAverage E j = (Nat.centralBinom j : ℝ) / 2 ^ j * E ^ j := by
  have hsin : ∫ θ in (0 : ℝ)..(2 * Real.pi), Real.sin θ ^ (2 * j)
      = 2 * Real.pi * (Nat.centralBinom j : ℝ) / 4 ^ j := by
    induction j with
    | zero => simp
    | succ j ih =>
      have hb : ((j : ℝ) + 1) * (Nat.centralBinom (j + 1) : ℝ)
          = 2 * (2 * j + 1) * (Nat.centralBinom j : ℝ) := by
        exact_mod_cast Nat.succ_mul_centralBinom_succ j
      have hb' : (Nat.centralBinom (j + 1) : ℝ)
          = 2 * (2 * j + 1) * (Nat.centralBinom j : ℝ) / ((j : ℝ) + 1) := by
        rw [eq_div_iff (by positivity)]; linarith
      rw [show 2 * (j + 1) = 2 * j + 2 by ring, integral_sin_pow, ih, hb', pow_succ (4 : ℝ) j,
        Real.sin_zero, Real.sin_two_pi, zero_pow (by omega)]
      push_cast
      simp only [zero_mul, sub_zero, zero_div, zero_add]
      field_simp
      ring
  have hp : ∀ θ : ℝ, (√(2 * E) * Real.sin θ) ^ (2 * j)
      = (2 * E) ^ j * Real.sin θ ^ (2 * j) := by
    intro θ
    rw [mul_pow, pow_mul (√(2 * E)), Real.sq_sqrt (by positivity)]
  have h4 : (4 : ℝ) ^ j = 2 ^ j * 2 ^ j := by rw [← mul_pow]; norm_num
  have hpi := Real.pi_ne_zero
  simp only [orbitAverage, hp]
  rw [intervalIntegral.integral_const_mul, hsin, h4, mul_pow]
  field_simp

/-- Classical limit of the moments: `M_j(E)/E^j` tends to `binomial(2j,j)/2^j` as `E` grows. -/
theorem tendsto_moment_div_pow : ∀ j : ℕ,
    Tendsto (fun E : ℝ => moment E j / E ^ j) atTop (𝓝 ((Nat.centralBinom j : ℝ) / 2 ^ j))
  | 0 => by simp [moment]
  | 1 => by
    have hc : (Nat.centralBinom 1 : ℝ) / 2 ^ 1 = 1 := by
      norm_num [Nat.centralBinom_eq_two_mul_choose]
    rw [hc]
    refine tendsto_const_nhds.congr' ?_
    filter_upwards [eventually_ne_atTop (0 : ℝ)] with E hE
    simp [moment, hE]
  | (j + 2) => by
    have h0 := tendsto_moment_div_pow j
    have h1 := tendsto_moment_div_pow (j + 1)
    have hi : Tendsto (fun E : ℝ => E⁻¹) atTop (𝓝 0) := tendsto_inv_atTop_zero
    -- the quantum term of the recurrence is suppressed by `1/E²`
    have t := ((h1.const_mul (2 * (2 * (j : ℝ) + 3))).add ((h0.mul (hi.pow 2)).const_mul
      ((2 * (j : ℝ) + 3) * (2 * j + 2) * (2 * j + 1) / 4))).div_const (2 * (j : ℝ) + 4)
    have hb : ((j : ℝ) + 2) * (Nat.centralBinom (j + 2) : ℝ)
        = 2 * (2 * j + 3) * (Nat.centralBinom (j + 1) : ℝ) := by
      have h : ((j + 1 + 1 : ℕ) : ℝ) * (Nat.centralBinom (j + 1 + 1) : ℝ)
          = ((2 * (2 * (j + 1) + 1) : ℕ) : ℝ) * (Nat.centralBinom (j + 1) : ℝ) := by
        exact_mod_cast Nat.succ_mul_centralBinom_succ (j + 1)
      push_cast at h
      linear_combination h
    have hl : (Nat.centralBinom (j + 2) : ℝ) / 2 ^ (j + 2)
        = (2 * (2 * (j : ℝ) + 3) * ((Nat.centralBinom (j + 1) : ℝ) / 2 ^ (j + 1))
          + (2 * (j : ℝ) + 3) * (2 * j + 2) * (2 * j + 1) / 4
            * ((Nat.centralBinom j : ℝ) / 2 ^ j * 0 ^ 2)) / (2 * (j : ℝ) + 4) := by
      rw [eq_div_iff (by positivity), pow_succ (2 : ℝ) (j + 1)]
      linear_combination (1 / 2 ^ (j + 1) : ℝ) * hb
    rw [hl]
    refine t.congr' ?_
    filter_upwards [eventually_ne_atTop (0 : ℝ)] with E hE
    rw [moment]
    field_simp
    ring

/-- The quantum expectation of `x^(2j)` in level `n`, divided by the classical orbit average at
the same energy `n + 1/2`, tends to `1` as `n` grows. -/
theorem tendsto_level_div_orbitAverage (j : ℕ) :
    Tendsto (fun n : ℕ => level n (position ^ (2 * j)) / orbitAverage ((n : ℝ) + 1 / 2) j)
      atTop (𝓝 1) := by
  have hE : Tendsto (fun n : ℕ => (n : ℝ) + 1 / 2) atTop atTop :=
    tendsto_atTop_add_const_right atTop (1 / 2 : ℝ) tendsto_natCast_atTop_atTop
  have hb : (Nat.centralBinom j : ℝ) / 2 ^ j ≠ 0 :=
    div_ne_zero (Nat.cast_ne_zero.mpr (Nat.centralBinom_ne_zero j)) (by positivity)
  have t := ((tendsto_moment_div_pow j).comp hE).div_const ((Nat.centralBinom j : ℝ) / 2 ^ j)
  rw [div_self hb] at t
  refine t.congr fun n => ?_
  rw [expectation_eq_moment (level_isStationary_witness n) j,
    orbitAverage_eq (by positivity) j, Function.comp_apply, div_div, mul_comm (_ ^ j)]

end

end OscillatorClassicalMoments
```

```lean
#print axioms OscillatorClassicalMoments.tendsto_moment_div_pow
#print axioms OscillatorClassicalMoments.tendsto_level_div_orbitAverage
```

```
'OscillatorClassicalMoments.tendsto_moment_div_pow' depends on axioms: [propext, Classical.choice, Quot.sound]
'OscillatorClassicalMoments.tendsto_level_div_orbitAverage' depends on axioms: [propext, Classical.choice, Quot.sound]
```

## How the Lean statements and proofs correspond

`moment E j` is $M_j(E)$, `IsStationary x D E ω` collects the conditions on the functional, and `Nat.centralBinom j` is $\binom{2j}{j}$. `level n` takes the diagonal matrix element in level $n$, and `orbitAverage E j` is the integral over one period divided by $2\pi$. `Tendsto … atTop` expresses the limit in real $E$ or in integer $n$.

In `hypervirial`, the identities `c0` and `c1` are the two commutators above, checked by noncommutative algebra; applying `ω` leaves linear equations for `linarith`. `derivative_pow` proves the power rule by induction, and `expectation_eq_moment` inserts it to obtain the recurrence.

`ladder_form` does the ladder algebra. In `level_isStationary_witness`, `hcoeff` says that $H$ multiplies the $m$-th coefficient by $m+\tfrac12$, which handles $H$ on the left of $B$; the eigenvalue equation `hX` handles it on the right.

`tendsto_moment_div_pow` is the two-step induction: `t` combines the known limits and `hl` identifies the result through the binomial recursion. `orbitAverage_eq` evaluates the integral for $E\ge0$. Finally, `tendsto_level_div_orbitAverage` sets $E=n+\tfrac12$ and proves that the quantum moment divided by the classical average tends to one.

## Fixed moments, one mode, exact operators

The guarantee covers each fixed $j$ for one harmonic degree of freedom. It gives no convergence rate, no uniformity in $j$ and no statement about the probability density itself. In physical units, $E$ is measured in $\hbar\omega_0$ and $x^2$ in $\hbar/(m\omega_0)$, so the limit means $E\gg\hbar\omega_0$.

The definition of a stationary functional requires neither positivity nor quantised energy. The polynomial model supplies the physical levels $n+\tfrac12$, including the ground state.

The commutation relation is assumed exactly. Finite matrices cannot satisfy it, because a commutator has zero trace and the identity does not. Powers of a truncated position matrix therefore need their own error check, particularly near the highest retained level. Floating-point evaluation of the recurrence is likewise not covered.
